# The lower Stark level of a two-level system: evenness, bounds and polarizability

## Definitions and conventions

Two states, numbered $0$ and $1$, have field-free energies $-D/2$ and $+D/2$, so $D$ is the gap and the zero of energy lies midway between them. A static field has the real component $F$ along a fixed axis, and $d$ is the real transition dipole between the two states along that axis. Neither state has a permanent dipole. The matrix can be read as the Stark Hamiltonian of a close pair of opposite-parity states in an atom or molecule, in the approximation that all other states are ignored and the field is static and uniform.

```lean
import Mathlib

open Matrix

namespace TwoLevelStark

noncomputable section
```

These lines load Mathlib, which supplies matrices, square roots and derivatives, and open a namespace for the names that follow.

```lean
/-- `E` is an energy level of `H`: there is a nonzero vector `v` with `H v = E v`. -/
def IsLevel {n : Type*} [Fintype n] (H : Matrix n n ℝ) (E : ℝ) : Prop :=
  ∃ v : n → ℝ, v ≠ 0 ∧ H *ᵥ v = E • v
```

`Matrix n n ℝ` is a real square matrix whose rows and columns are labelled by a finite index set `n`, and a vector is a function `n → ℝ` from labels to components. The symbol `*ᵥ` is the matrix-vector product and `•` is multiplication by a number. `IsLevel H E` is therefore the statement that $Hv = Ev$ for some $v \neq 0$. The vector need not be normalised, since rescaling it leaves $E$ unchanged. The definition records whether $E$ is a level and carries no information on its degeneracy.

```lean
/-- Two levels at `-D/2` and `D/2` coupled by a transition dipole `d` in a field `F`. -/
def starkH (D d F : ℝ) : Matrix (Fin 2) (Fin 2) ℝ := !![-D / 2, d * F; d * F, D / 2]
```

The notation `!![a, b; c, e]` lists a matrix row by row, and `Fin 2` is the index set $\{0, 1\}$:
$$H(F) = \begin{pmatrix} -D/2 & dF \\ dF & D/2 \end{pmatrix}.$$
The coupling enters as $+dF$, whereas the interaction is usually written as minus dipole times field. Every formula for a level or its derivatives contains only $d^2$ or $|dF|$, so the sign of $d$ plays no part. The form of the matrix is the model's assumption and is not derived from an atomic Hamiltonian.

```lean
/-- The energy `-√(D²/4 + d²F²)` as a function of the field `F`. -/
def lowerLevel (D d F : ℝ) : ℝ := -Real.sqrt (D ^ 2 / 4 + d ^ 2 * F ^ 2)
```

With the abbreviation $R(F) = D^2/4 + d^2F^2$, this defines $E(F) = -\sqrt{R(F)}$. At this stage `lowerLevel` is only a formula with a suggestive name, and its link to the matrix is the content of `lowerLevel_isLeast`.

```lean
/-- The induced dipole `-d² F / E(F)`, with `E(F) = -√(D²/4 + d²F²)`. -/
def inducedDipole (D d F : ℝ) : ℝ := -(d ^ 2 * F) / lowerLevel D d F
```

This defines $\mu(F) = -d^2F/E(F) = d^2F/\sqrt{R(F)}$, again as a formula. Lean gives division by zero the value zero, which would affect $\mu$ only where $D = 0$ and $dF = 0$, and both theorems about $\mu$ assume $D > 0$.

## Parity and field reversal

```lean
/-- If a parity `P` with `P² = 1` commutes with `H₀` and anticommutes with the coupling `V`,
then `H₀ + F V` has the same energy levels for the fields `-F` and `F`. -/
theorem parity_levels {n : Type*} [Fintype n] [DecidableEq n] (H₀ V P : Matrix n n ℝ)
    (hP : P * P = 1) (hH : P * H₀ = H₀ * P) (hV : P * V = -(V * P)) (F E : ℝ) :
    IsLevel (H₀ + (-F) • V) E ↔ IsLevel (H₀ + F • V) E := by
  have key : ∀ G : ℝ, IsLevel (H₀ + G • V) E → IsLevel (H₀ + (-G) • V) E := by
    rintro G ⟨v, hv0, hv⟩
    -- parity intertwines the Hamiltonians for opposite fields
    have hint : (H₀ + (-G) • V) * P = P * (H₀ + G • V) := by
      rw [add_mul, mul_add, smul_mul_assoc, mul_smul_comm, hH, hV]
      simp
    refine ⟨P *ᵥ v, fun h => hv0 ?_, ?_⟩
    · have h2 : P *ᵥ (P *ᵥ v) = v := by rw [mulVec_mulVec, hP, one_mulVec]
      rw [← h2, h, mulVec_zero]
    · rw [mulVec_mulVec, hint, ← mulVec_mulVec, hv, mulVec_smul]
  refine ⟨fun h => ?_, key F⟩
  have h2 := key (-F) h
  rwa [neg_neg] at h2
```

Here $H_0$, $V$ and $P$ are real square matrices of any finite size, standing for the field-free Hamiltonian, the coupling per unit field and the parity. The hypotheses `hP`, `hH` and `hV` say $P^2 = 1$, $PH_0 = H_0P$ and $PV = -VP$. The conclusion is that $E$ is a level of $H_0 - FV$ if and only if it is a level of $H_0 + FV$. None of the matrices is required to be symmetric, and the statement concerns the set of real levels without multiplicities.

By hand, take any field $G$ and compute
$$P(H_0 + GV) = H_0P - G\,VP = (H_0 - GV)P .$$
If $(H_0 + GV)v = Ev$ with $v \neq 0$, then $(H_0 - GV)Pv = P(H_0 + GV)v = E\,Pv$. Moreover $Pv \neq 0$, because $Pv = 0$ would give $v = P^2v = 0$. So every level at $G$ is a level at $-G$. The choice $G = F$ gives one direction of the equivalence and $G = -F$ the other.

In the proof, `key` is the one-directional statement for arbitrary `G`. `rintro` unpacks the eigenvector `v` with its two properties, and `hint` is the displayed identity, obtained by expanding both products and rewriting with `hH` and `hV`. The line starting with `refine` proposes `P *ᵥ v` as the new eigenvector and leaves two goals, marked by dots: that it is nonzero, and that it satisfies the eigenvalue equation.

```lean
/-- The matrices `P = diag(1,-1)`, `H₀ = diag(-D/2, D/2)` and `V = [[0,d],[d,0]]` obey the
parity relations, and `H₀ + F V` is the two-level Stark Hamiltonian. -/
theorem parity_levels_witness (D d : ℝ) :
    (!![1, 0; 0, -1] * !![1, 0; 0, -1] : Matrix (Fin 2) (Fin 2) ℝ) = 1 ∧
    (!![1, 0; 0, -1] * !![-D / 2, 0; 0, D / 2] : Matrix (Fin 2) (Fin 2) ℝ)
      = !![-D / 2, 0; 0, D / 2] * !![1, 0; 0, -1] ∧
    (!![1, 0; 0, -1] * !![0, d; d, 0] : Matrix (Fin 2) (Fin 2) ℝ)
      = -(!![0, d; d, 0] * !![1, 0; 0, -1]) ∧
    ∀ F : ℝ, starkH D d F = !![-D / 2, 0; 0, D / 2] + F • !![0, d; d, 0] := by
  refine ⟨?_, ?_, ?_, fun F => ?_⟩ <;>
  · ext i j
    fin_cases i <;> fin_cases j <;>
      simp [starkH, Matrix.mul_apply, Fin.sum_univ_succ, mul_comm]
```

The two-level model satisfies these hypotheses with $P = \mathrm{diag}(1,-1)$, $H_0 = \mathrm{diag}(-D/2, D/2)$ and $V = \begin{pmatrix} 0 & d \\ d & 0\end{pmatrix}$. State $0$ is even and state $1$ is odd. Diagonal matrices commute, and
$$PV = \begin{pmatrix} 0 & d \\ -d & 0\end{pmatrix}, \qquad VP = \begin{pmatrix} 0 & -d \\ d & 0\end{pmatrix},$$
so $PV = -VP$. The fourth clause says $H(F) = H_0 + FV$ for every $F$. The proof checks each matrix equation entry by entry: `ext i j` passes to the entry $(i,j)$ and `fin_cases` runs through the values $0$ and $1$.

## The secular equation and the lowest level

```lean
/-- Secular equation: `E` is a level of the two-level Hamiltonian exactly when
`E² = D²/4 + d²F²`. -/
theorem isLevel_iff (D d F E : ℝ) :
    IsLevel (starkH D d F) E ↔ E ^ 2 = D ^ 2 / 4 + d ^ 2 * F ^ 2 := by
  have h1 : ∀ v : Fin 2 → ℝ, (E • (1 : Matrix (Fin 2) (Fin 2) ℝ)) *ᵥ v = E • v := by
    intro v
    ext i
    fin_cases i <;> simp [Matrix.mulVec, dotProduct, Matrix.one_apply]
  have h2 : IsLevel (starkH D d F) E ↔
      ∃ v ≠ 0, (starkH D d F - E • (1 : Matrix (Fin 2) (Fin 2) ℝ)) *ᵥ v = 0 := by
    simp only [IsLevel, Matrix.sub_mulVec, h1, sub_eq_zero]
  have hdet : (starkH D d F - E • (1 : Matrix (Fin 2) (Fin 2) ℝ)).det
      = E ^ 2 - (D ^ 2 / 4 + d ^ 2 * F ^ 2) := by
    simp [starkH, Matrix.det_fin_two]
    ring
  rw [h2, Matrix.exists_mulVec_eq_zero_iff, hdet, sub_eq_zero]
```

For all real $D$, $d$, $F$ and $E$, the number $E$ is a level of $H(F)$ exactly when $E^2 = R(F)$. With $\mathbb{1}$ the unit matrix, $Hv = Ev$ is the same as $(H - E\mathbb{1})v = 0$, which has a nonzero solution if and only if the determinant vanishes, and
$$\det(H - E\mathbb{1}) = \left(-\tfrac{D}{2} - E\right)\left(\tfrac{D}{2} - E\right) - d^2F^2 = E^2 - R(F).$$
The steps `h1` and `h2` move $Ev$ to the left-hand side, `hdet` is the determinant, and `Matrix.exists_mulVec_eq_zero_iff` is Mathlib's form of the criterion linking a nonzero null vector to a vanishing determinant.

```lean
/-- `-√(D²/4 + d²F²)` is the lowest energy level of the two-level Hamiltonian. -/
theorem lowerLevel_isLeast (D d F : ℝ) :
    IsLeast {E | IsLevel (starkH D d F) E} (lowerLevel D d F) := by
  refine ⟨(isLevel_iff D d F _).2 ?_, fun E hE => ?_⟩
  · rw [lowerLevel, neg_sq, Real.sq_sqrt (by positivity)]
  · have h := (isLevel_iff D d F E).1 hE
    rw [lowerLevel, ← h, Real.sqrt_sq_eq_abs]
    exact neg_abs_le E
```

`IsLeast S a` means that `a` belongs to the set `S` and is less than or equal to every member of it. The set here is the set of levels of $H(F)$, so the theorem says that $E(F)$ is the ground-state energy, for either sign of $D$. Membership follows from $(-\sqrt{R})^2 = R$, which uses $R \ge 0$, supplied by `positivity`. For minimality, any level $E$ has $E^2 = R$, so $-\sqrt{R} = -\sqrt{E^2} = -|E| \le E$, where the last step is `neg_abs_le`.

```lean
/-- The lower level is unchanged when the field is reversed. -/
theorem lowerLevel_even (D d F : ℝ) : lowerLevel D d (-F) = lowerLevel D d F := by
  obtain ⟨hP, hH, hV, hsplit⟩ := parity_levels_witness D d
  -- both fields give the same set of levels, hence the same least element
  have hs : {E | IsLevel (starkH D d (-F)) E} = {E | IsLevel (starkH D d F) E} := by
    ext E
    change IsLevel (starkH D d (-F)) E ↔ IsLevel (starkH D d F) E
    rw [hsplit (-F), hsplit F]
    exact parity_levels _ _ _ hP hH hV F E
  have h := lowerLevel_isLeast D d (-F)
  rw [hs] at h
  exact h.unique (lowerLevel_isLeast D d F)
```

The statement is $E(-F) = E(F)$. It could be read off the formula, since $(-F)^2 = F^2$, but the proof goes through the symmetry. By `parity_levels` applied to the matrices of `parity_levels_witness`, the matrices $H(-F)$ and $H(F)$ have the same set of levels, which is `hs`. Both $E(-F)$ and $E(F)$ are then least elements of one set, and `h.unique` says that a least element is unique.

## Bounds

```lean
/-- For a gap `D > 0`, `E(F) = -√(D²/4 + d²F²)` is the lowest level, is even in `F`, is at
least `-D/2 - d²F²/D`, and obeys `-|dF| - D/2 ≤ E(F) < -|dF|`. -/
theorem stark_lower_level (D d F : ℝ) (hD : 0 < D) :
    IsLeast {E | IsLevel (starkH D d F) E} (lowerLevel D d F) ∧
    lowerLevel D d (-F) = lowerLevel D d F ∧
    -D / 2 - d ^ 2 * F ^ 2 / D ≤ lowerLevel D d F ∧
    -|d * F| - D / 2 ≤ lowerLevel D d F ∧ lowerLevel D d F < -|d * F| := by
  have ha : |d * F| ^ 2 = d ^ 2 * F ^ 2 := by rw [sq_abs, mul_pow]
  have ha0 := abs_nonneg (d * F)
  -- each bound is a comparison of squares
  have hq : Real.sqrt (D ^ 2 / 4 + d ^ 2 * F ^ 2) ≤ D / 2 + d ^ 2 * F ^ 2 / D := by
    refine Real.sqrt_le_iff.mpr ⟨by positivity, ?_⟩
    have hx : D * (d ^ 2 * F ^ 2 / D) = d ^ 2 * F ^ 2 := by field_simp
    nlinarith [sq_nonneg (d ^ 2 * F ^ 2 / D)]
  have hl : Real.sqrt (D ^ 2 / 4 + d ^ 2 * F ^ 2) ≤ |d * F| + D / 2 := by
    refine Real.sqrt_le_iff.mpr ⟨by positivity, ?_⟩
    nlinarith [mul_nonneg ha0 hD.le]
  have hu : |d * F| < Real.sqrt (D ^ 2 / 4 + d ^ 2 * F ^ 2) := by
    rw [Real.lt_sqrt ha0]
    nlinarith [pow_pos hD 2]
  refine ⟨lowerLevel_isLeast D d F, lowerLevel_even D d F, ?_, ?_, ?_⟩ <;>
  · unfold lowerLevel
    linarith
```

For $D > 0$ the theorem joins five claims with `∧`: $E(F)$ is the lowest level, it is even in $F$, and
$$E(F) \ge -\frac{D}{2} - \frac{d^2F^2}{D}, \qquad -|dF| - \frac{D}{2} \le E(F) < -|dF| .$$
The first lower bound is the energy of state $0$ in second-order perturbation theory, so in this model the second-order energy never lies above the exact one, whatever the field strength.

Each inequality compares squares of nonnegative numbers. Write $a = |dF|$, so that $a^2 = d^2F^2$ (this is `ha`), and $x = d^2F^2/D$, so that $Dx = d^2F^2$ (this is `hx`). Then
$$\left(\tfrac{D}{2} + x\right)^2 = \tfrac{D^2}{4} + Dx + x^2 = R + x^2 \ge R,$$
$$\left(a + \tfrac{D}{2}\right)^2 = a^2 + aD + \tfrac{D^2}{4} = R + aD \ge R, \qquad a^2 < a^2 + \tfrac{D^2}{4} = R .$$
Taking roots gives $\sqrt{R} \le D/2 + x$, $\sqrt{R} \le a + D/2$ and $a < \sqrt{R}$, which are `hq`, `hl` and `hu`. `Real.sqrt_le_iff` and `Real.lt_sqrt` remove the root, and the term handed to `nlinarith` in square brackets supplies in each case the sign of the surplus: $x^2 \ge 0$, $aD \ge 0$, and $D^2 > 0$. The final `linarith` changes the overall sign.

At zero field both lower bounds equal $-D/2$, which is $E(0)$. In the degenerate case $D = 0$ the formula becomes $E(F) = -|dF|$, a linear Stark shift. This is still the lowest level by `lowerLevel_isLeast`, but it now sits on the upper bound, so the strict inequality depends on a nonzero gap.

```lean
/-- For `D > 0` the lower level equals `-|dF| - D/2` exactly when the coupling `dF`
vanishes. -/
theorem linear_bound_eq_iff (D d F : ℝ) (hD : 0 < D) :
    lowerLevel D d F = -|d * F| - D / 2 ↔ d * F = 0 := by
  have ha : |d * F| ^ 2 = d ^ 2 * F ^ 2 := by rw [sq_abs, mul_pow]
  constructor
  · intro h
    have hsq := (isLevel_iff D d F _).1 (lowerLevel_isLeast D d F).1
    rw [h] at hsq
    have h0 : |d * F| * D = 0 := by linear_combination hsq - ha
    exact abs_eq_zero.1 ((mul_eq_zero.1 h0).resolve_right hD.ne')
  · intro h
    have hR : D ^ 2 / 4 + d ^ 2 * F ^ 2 = (D / 2) ^ 2 := by linear_combination (d * F) * h
    rw [lowerLevel, hR, Real.sqrt_sq (by positivity), h, abs_zero]
    ring
```

For $D > 0$ the bound $-|dF| - D/2$ is reached exactly when $dF = 0$. If $E(F) = -a - D/2$, the secular equation gives $(a + D/2)^2 = D^2/4 + a^2$, hence $aD = 0$ and $a = 0$. In the code `hsq` is the secular equation $(-a - D/2)^2 = D^2/4 + d^2F^2$ and `ha` is $a^2 = d^2F^2$, and the tactic `linear_combination hsq - ha` verifies that subtracting the second from the first gives $aD = 0$. Conversely, $dF = 0$ gives $R = (D/2)^2$ and $E(F) = -D/2$, which is the value of the bound.

```lean
/-- For nonzero coupling `dF` the lower level is at least `-|dF| - D²/(8|dF|)`. -/
theorem strong_field_bound (D d F : ℝ) (h : d * F ≠ 0) :
    -|d * F| - D ^ 2 / (8 * |d * F|) ≤ lowerLevel D d F := by
  have ha : |d * F| ^ 2 = d ^ 2 * F ^ 2 := by rw [sq_abs, mul_pow]
  unfold lowerLevel
  rw [← ha]
  have ha0 : 0 < |d * F| := abs_pos.2 h
  generalize |d * F| = a at ha0 ⊢
  have hs : Real.sqrt (D ^ 2 / 4 + a ^ 2) ≤ a + D ^ 2 / (8 * a) := by
    refine Real.sqrt_le_iff.mpr ⟨by positivity, ?_⟩
    have hx : 8 * a * (D ^ 2 / (8 * a)) = D ^ 2 := by field_simp
    nlinarith [sq_nonneg (D ^ 2 / (8 * a))]
  linarith
```

For $dF \neq 0$ and any real $D$,
$$E(F) \ge -|dF| - \frac{D^2}{8|dF|}.$$
Put $y = D^2/(8a)$, so that $2ay = D^2/4$. Then $(a + y)^2 = a^2 + D^2/4 + y^2 \ge R$, and $\sqrt{R} \le a + y$. The command `generalize` replaces $|dF|$ by a plain positive number `a`, as in the notation above. For $D > 0$ this bound and the upper bound of `stark_lower_level` confine $E(F)$ to an interval of width $D^2/(8|dF|)$ below $-|dF|$, which is narrow in a strong field.

## Induced dipole and polarizability

```lean
/-- For `D > 0` the field derivative of the lower level is minus the induced dipole. -/
theorem hasDerivAt_lowerLevel (D d F : ℝ) (hD : 0 < D) :
    HasDerivAt (lowerLevel D d) (-inducedDipole D d F) F := by
  have h : HasDerivAt (fun x : ℝ => D ^ 2 / 4 + d ^ 2 * x ^ 2) (d ^ 2 * (2 * F)) F :=
    (((hasDerivAt_pow 2 F).const_mul (d ^ 2)).const_add (D ^ 2 / 4)).congr_deriv
      (by norm_num)
  have hne : D ^ 2 / 4 + d ^ 2 * F ^ 2 ≠ 0 := by positivity
  have h2 : HasDerivAt (lowerLevel D d)
      (-(d ^ 2 * (2 * F) / (2 * Real.sqrt (D ^ 2 / 4 + d ^ 2 * F ^ 2)))) F :=
    (h.sqrt hne).neg
  refine h2.congr_deriv ?_
  rw [inducedDipole, lowerLevel, neg_div_neg_eq]
  ring
```

`HasDerivAt f c F` says that the function `f` is differentiable at the point `F` with derivative `c`, and `lowerLevel D d` with its last argument left open is the function $F \mapsto E(F)$. The theorem is $E'(F) = -\mu(F)$ at every field, for $D > 0$. Since $R'(F) = 2d^2F$ and $R(F) > 0$, the chain rule gives
$$E'(F) = -\frac{2d^2F}{2\sqrt{R}} = -\frac{d^2F}{\sqrt{R}} = -\mu(F).$$
Here `h` is the derivative of $R$, `hne` is $R \neq 0$, and `(h.sqrt hne).neg` applies the rule for the root and then the sign.

The pattern is worth reusing. The derivative is assembled from rules such as `const_mul`, `const_add`, `sqrt` and `div`, each of which returns its value in an unsimplified shape, and `congr_deriv` then exchanges that value for the desired one, leaving an algebraic equation for `ring` or `field_simp`.

```lean
/-- For `D > 0` the polarizability, the field derivative of the induced dipole at zero
field, is `2 d² / D`. -/
theorem polarizability (D d : ℝ) (hD : 0 < D) :
    HasDerivAt (inducedDipole D d) (2 * d ^ 2 / D) 0 := by
  have l0 : lowerLevel D d 0 = -(D / 2) := by
    rw [lowerLevel, show D ^ 2 / 4 + d ^ 2 * (0 : ℝ) ^ 2 = (D / 2) ^ 2 by ring,
      Real.sqrt_sq (by positivity)]
  have hne : lowerLevel D d 0 ≠ 0 := by
    rw [l0]
    exact neg_ne_zero.2 (by positivity)
  have hn : HasDerivAt (fun x : ℝ => -(d ^ 2 * x)) (-(d ^ 2)) 0 :=
    ((hasDerivAt_id' (0 : ℝ)).const_mul (d ^ 2)).fun_neg.congr_deriv (by ring)
  -- quotient rule; the numerator vanishes at zero field
  have h2 : HasDerivAt (inducedDipole D d) _ 0 :=
    hn.div (hasDerivAt_lowerLevel D d 0 hD) hne
  refine h2.congr_deriv ?_
  have hD' := hD.ne'
  simp only [l0, mul_zero, neg_zero, zero_mul, sub_zero]
  field_simp

end

end TwoLevelStark
```

The polarizability $\alpha$ is taken as $\mu'(0)$, and the theorem gives $\alpha = 2d^2/D$ for $D > 0$. Write $\mu = N/E$ with numerator $N(F) = -d^2F$. At zero field $N = 0$, $N' = -d^2$ and $E = -D/2$, so the quotient rule gives
$$\mu'(0) = \frac{N'(0)E(0) - N(0)E'(0)}{E(0)^2} = \frac{d^2D/2}{D^2/4} = \frac{2d^2}{D}.$$
In the proof `l0` is $E(0) = -D/2$, `hn` is $N'(0)$, and `hn.div` is the quotient rule, with the underscore in `h2` leaving Lean to fill in the raw value. In terms of $\alpha$, the quadratic bound reads $E(F) \ge -D/2 - \tfrac12\alpha F^2$. The value $2d^2/D$ is what the sum-over-states expression for a static polarizability gives when a single excited state is kept, as in this model.

The dipole could have been modelled differently. Writing $H = H_0 - \hat\mu F$ identifies the dipole operator as $\hat\mu = -V$, and one could define $\mu$ as the normalised expectation value $-v^{\mathsf T}Vv/v^{\mathsf T}v$ in a ground-state eigenvector $v$. The relation $E' = -\mu$ would then be a Hellmann–Feynman statement for this matrix. As `inducedDipole` stands, `hasDerivAt_lowerLevel` identifies it with $-E'(F)$, and its agreement with the expectation value is left unverified in Lean.

```lean
#print axioms TwoLevelStark.stark_lower_level
-- 'TwoLevelStark.stark_lower_level' depends on axioms: [propext, Classical.choice, Quot.sound]
#print axioms TwoLevelStark.linear_bound_eq_iff
-- 'TwoLevelStark.linear_bound_eq_iff' depends on axioms: [propext, Classical.choice, Quot.sound]
#print axioms TwoLevelStark.strong_field_bound
-- 'TwoLevelStark.strong_field_bound' depends on axioms: [propext, Classical.choice, Quot.sound]
#print axioms TwoLevelStark.polarizability
-- 'TwoLevelStark.polarizability' depends on axioms: [propext, Classical.choice, Quot.sound]
```
